# In a non-orthogonal basis, a maximum-overlap score without the overlap matrix can select the wrong orbital

## Orbitals, overlap and the two scores

An orbital is expanded in finitely many real basis functions $\chi_i$, and its expansion coefficients form a real vector. The basis functions have the overlap matrix $S_{ij}=\langle\chi_i|\chi_j\rangle$, so two orbitals with coefficient vectors $r$ and $c$ have the overlap $r^{\mathsf T}Sc$. In Lean a coefficient vector is a function `n → ℝ` on a finite index type `n`, the matrix is a `Matrix n n ℝ`, and $r^{\mathsf T}Sc$ is written `r ⬝ᵥ S *ᵥ c`.

```lean
import Mathlib

open Matrix

namespace MaximumOverlapMetric

noncomputable section
```

A maximum-overlap criterion compares normalised candidate orbitals $c$ with a reference orbital $r$ and keeps the one that overlaps most with it. Such criteria are used in self-consistent-field calculations to follow a chosen state from one iteration to the next. The model here has a single reference orbital and real coefficients, with reference and candidates expanded in the same basis. The score is the squared overlap, which does not depend on the arbitrary signs of the orbitals.

```lean
/-- The squared overlap of a candidate orbital `c` with a reference orbital `r`,
for coefficient vectors in a basis with overlap matrix `S`. -/
def metricScore {n : Type*} [Fintype n] (S : Matrix n n ℝ) (r c : n → ℝ) : ℝ :=
  (r ⬝ᵥ S *ᵥ c) ^ 2
```

The faulty variant takes the plain dot product of the coefficients, as if the basis were orthonormal.

```lean
/-- The score obtained when the overlap matrix is left out. -/
def metricFreeScore {n : Type*} [Fintype n] (r c : n → ℝ) : ℝ :=
  (r ⬝ᵥ c) ^ 2
```

Two orbitals $a$ and $b$ are $S$-orthonormal if $a^{\mathsf T}Sa=1$, $b^{\mathsf T}Sb=1$ and $a^{\mathsf T}Sb=0$. The predicate `IsOrthonormalPair` collects these three equations.

```lean
/-- Two orbitals are normalised and mutually orthogonal in the metric `S`. -/
def IsOrthonormalPair {n : Type*} [Fintype n] (S : Matrix n n ℝ) (a b : n → ℝ) : Prop :=
  a ⬝ᵥ S *ᵥ a = 1 ∧ b ⬝ᵥ S *ᵥ b = 1 ∧ a ⬝ᵥ S *ᵥ b = 0
```

Most of the problems use two normalised basis functions with mutual overlap $s$. Their components are numbered 0 and 1, as in Lean. The definition accepts every real $s$, but two linearly independent normalised functions always have $s^2<1$.

```lean
/-- The overlap matrix of two normalised basis functions with mutual overlap `s`. -/
def overlap (s : ℝ) : Matrix (Fin 2) (Fin 2) ℝ := !![1, s; s, 1]
```

The reference orbital is the first basis function, $a=(1,0)$.

```lean
/-- The reference orbital: the first basis function. -/
def refOrbital : Fin 2 → ℝ := ![1, 0]
```

One further vector is needed as a candidate. With $w=1/\sqrt{1-s^2}$, it is $(-sw,\,w)$.

```lean
/-- For `s ^ 2 < 1`, the second basis function, orthogonalised to the first and normalised in the
metric `overlap s`. -/
def partner (s : ℝ) : Fin 2 → ℝ :=
  ![-s * (√(1 - s ^ 2))⁻¹, (√(1 - s ^ 2))⁻¹]
```

## (a) An upper bound for the correct score

**Task.** Let $S$ be symmetric with $x^{\mathsf T}Sx\ge 0$ for all $x$, and let $r$ and $c$ be normalised in $S$. Show that

$$(r^{\mathsf T}Sc)^2\le 1 .$$

**Solution.** Write $t=r^{\mathsf T}Sc$ and remove from $r$ its component along $c$, which leaves $u=r-tc$. By symmetry $c^{\mathsf T}Sr=t$ as well, so

$$0\le u^{\mathsf T}Su=r^{\mathsf T}Sr-2t\,r^{\mathsf T}Sc+t^2\,c^{\mathsf T}Sc=1-2t^2+t^2=1-t^2 .$$

Hence $t^2\le1$.

The theorem holds for any finite basis. Its hypotheses `hS` and `hpos` state symmetry and non-negativity. Every real overlap matrix satisfies them, because $x^{\mathsf T}Sx$ is the squared norm of the function with coefficients $x$. In the proof, `hsym` is the equality $c^{\mathsf T}Sr=r^{\mathsf T}Sc$, and `h` is the non-negativity of $u^{\mathsf T}Su$, which `simp only` expands by bilinearity. After the normalisations are inserted, `nlinarith` finishes the arithmetic.

```lean
/-- In a symmetric positive semidefinite metric, the squared overlap of two normalised
orbitals is at most one. -/
theorem metricScore_le_one {n : Type*} [Fintype n] (S : Matrix n n ℝ)
    (hS : Sᵀ = S) (hpos : ∀ x : n → ℝ, 0 ≤ x ⬝ᵥ S *ᵥ x) (r c : n → ℝ)
    (hr : r ⬝ᵥ S *ᵥ r = 1) (hc : c ⬝ᵥ S *ᵥ c = 1) :
    metricScore S r c ≤ 1 := by
  have hsym : c ⬝ᵥ S *ᵥ r = r ⬝ᵥ S *ᵥ c := by
    rw [Matrix.dotProduct_mulVec, ← Matrix.mulVec_transpose, hS, dotProduct_comm]
  -- the part of `r` orthogonal to `c` has non-negative squared norm
  have h := hpos (r - (r ⬝ᵥ S *ᵥ c) • c)
  simp only [Matrix.mulVec_sub, Matrix.mulVec_smul, sub_dotProduct, dotProduct_sub,
    smul_dotProduct, dotProduct_smul, smul_eq_mul] at h
  rw [hsym, hr, hc] at h
  unfold metricScore
  nlinarith
```

## (b) The overlap of two orbitals in coefficients

**Task.** For the two-function overlap matrix, show that

$$x^{\mathsf T}Sy=x_0y_0+s\,(x_0y_1+x_1y_0)+x_1y_1 .$$

**Solution.** The matrix acts on $y$ as $Sy=(y_0+sy_1,\;sy_0+y_1)$. The dot product with $x$ is

$$x_0(y_0+sy_1)+x_1(sy_0+y_1),$$

and collecting the terms in $s$ gives the claim.

The Lean statement is this identity for all real $s$ and all $x,y$. Here `simp` unfolds the sums over two indices and `ring` rearranges the polynomial. The later proofs rewrite with this formula whenever a two-component overlap has to be evaluated.

```lean
/-- The overlap of two orbitals written out in their coefficients. -/
theorem overlap_form (s : ℝ) (x y : Fin 2 → ℝ) :
    x ⬝ᵥ overlap s *ᵥ y = x 0 * y 0 + s * (x 0 * y 1 + x 1 * y 0) + x 1 * y 1 := by
  simp [overlap, dotProduct, Matrix.mulVec, Fin.sum_univ_two]
  ring
```

## (c) Positive norms for independent basis functions

**Task.** Let $s^2<1$. Show that every $x\neq0$ satisfies

$$x^{\mathsf T}Sx>0 .$$

**Solution.** Put $y=x$ in (b) and complete the square:

$$x^{\mathsf T}Sx=x_0^2+2s\,x_0x_1+x_1^2=(x_0+s\,x_1)^2+(1-s^2)\,x_1^2 .$$

If $x_1\neq0$, the second term is positive and the first is not negative. If $x_1=0$, then $x_0\neq0$ because $x\ne0$, and the expression equals $x_0^2>0$.

This shows that the two-function model has a genuine metric for every $s^2<1$, so the failure examined below does not come from a defective overlap matrix. The Lean proof records the completed square as `hform` and then splits on whether `x 1 = 0`, as above. In the case $x_1=0$, which Lean treats first, $x_0\neq 0$ is obtained by contradiction: if both components vanished, $x$ would be the zero vector.

```lean
/-- For `s ^ 2 < 1` every nonzero orbital has positive squared norm in the overlap metric. -/
theorem overlap_pos (s : ℝ) (hs : s ^ 2 < 1) (x : Fin 2 → ℝ) (hx : x ≠ 0) :
    0 < x ⬝ᵥ overlap s *ᵥ x := by
  have hform : x ⬝ᵥ overlap s *ᵥ x = (x 0 + s * x 1) ^ 2 + (1 - s ^ 2) * x 1 ^ 2 := by
    rw [overlap_form]
    ring
  rw [hform]
  have hd : 0 < 1 - s ^ 2 := by linarith
  by_cases h1 : x 1 = 0
  · have h0 : x 0 ≠ 0 := by
      intro h0
      apply hx
      funext i
      fin_cases i
      · exact h0
      · exact h1
    rw [h1]
    have : 0 < x 0 ^ 2 := by positivity
    nlinarith
  · have : 0 < (1 - s ^ 2) * x 1 ^ 2 := by positivity
    nlinarith [sq_nonneg (x 0 + s * x 1)]
```

## (d) The metric-free score of an orthogonal orbital

**Task.** Let $b$ be any orbital for which $a=(1,0)$ and $b$ are $S$-orthonormal. Show that $s^2<1$ and

$$(a^{\mathsf T}b)^2=\frac{s^2}{1-s^2}.$$

**Solution.** By (b), orthogonality reads $b_0+s\,b_1=0$, so $b_0=-s\,b_1$. Insert this into the normalisation of $b$:

$$1=b_0^2+2s\,b_0b_1+b_1^2=(s^2-2s^2+1)\,b_1^2=(1-s^2)\,b_1^2 .$$

Since $b_1^2\ge0$ and the product is 1, the factor $1-s^2$ must be positive. The plain dot product with $a$ picks out the first component, so

$$(a^{\mathsf T}b)^2=b_0^2=s^2b_1^2=\frac{s^2}{1-s^2}.$$

The correct overlap of $a$ and $b$ is zero, whereas this score vanishes only at $s=0$. It also grows without bound as the two basis functions approach linear dependence, because a normalised orbital can then have large coefficients whose contributions nearly cancel. The two coefficients of $b$ have opposite signs when $s$ is near $1$ and equal signs when $s$ is near $-1$.

In the Lean proof, `hb0` is the ratio fixed by orthogonality and `key` is the equation $b_1^2(1-s^2)=1$. The positivity `hd` is proved by contradiction: if $1-s^2\le0$, the left side of `key` could not be positive. The last two lines multiply the claimed equation by $1-s^2$ and reduce it to $s^2$ times `key`.

```lean
/-- If `b` completes the reference orbital to an orthonormal pair, then `s ^ 2 < 1` and
the metric-free score of `b` is `s ^ 2 / (1 - s ^ 2)`. -/
theorem metricFreeScore_of_orthonormal (s : ℝ) (b : Fin 2 → ℝ)
    (h : IsOrthonormalPair (overlap s) refOrbital b) :
    s ^ 2 < 1 ∧ metricFreeScore refOrbital b = s ^ 2 / (1 - s ^ 2) := by
  obtain ⟨_, hb, hab⟩ := h
  have r0 : refOrbital 0 = 1 := by simp [refOrbital]
  have r1 : refOrbital 1 = 0 := by simp [refOrbital]
  rw [overlap_form] at hb hab
  rw [r0, r1] at hab
  -- orthogonality fixes the ratio of the coefficients, normalisation their size
  have hb0 : b 0 = -s * b 1 := by linarith
  rw [hb0] at hb
  have key : b 1 ^ 2 * (1 - s ^ 2) = 1 := by linear_combination hb
  have hd : 0 < 1 - s ^ 2 := by
    by_contra hn
    have hn' : 0 ≤ -(1 - s ^ 2) := by linarith
    have := mul_nonneg (sq_nonneg (b 1)) hn'
    linarith
  refine ⟨by linarith, ?_⟩
  have hscore : metricFreeScore refOrbital b = b 0 ^ 2 := by
    simp [metricFreeScore, refOrbital, dotProduct, Fin.sum_univ_two]
  rw [hscore, eq_div_iff hd.ne', hb0]
  linear_combination s ^ 2 * key
```

## (e) When the ranking is reversed

**Task.** Under the assumptions of (d), let $a$ and $b$ both be candidates, with $a$ also the reference. Show that the correct score always prefers $a$, and that the metric-free score behaves as follows:

$$(a^{\mathsf T}Sb)^2<(a^{\mathsf T}Sa)^2,\qquad (a^{\mathsf T}a)^2<(a^{\mathsf T}b)^2\iff s^2>\tfrac12 .$$

**Solution.** Orthonormality gives the correct scores directly: $0$ for $b$ and $1$ for $a$. Without the matrix, $a$ still scores $(a^{\mathsf T}a)^2=1$, while $b$ scores $s^2/(1-s^2)$ by (d). Since $1-s^2>0$, multiplication by it preserves the inequality:

$$1<\frac{s^2}{1-s^2}\iff 1-s^2<s^2\iff s^2>\tfrac12 .$$

At $s^2=\tfrac12$ the two metric-free scores are equal, and for smaller $s^2$ the faulty score still ranks $a$ first. A test in a weakly overlapping basis can therefore miss the error.

The theorem covers every $b$ that is orthonormal to $a$; by the equations in (d) such a $b$ is fixed up to its sign, which does not affect the scores. The threshold does depend on the two-function basis and on the reference being a basis function. The statement is a conjunction. Its first half follows by inserting the orthonormality equations into `metricScore`. For the second half, `lt_div_iff₀` clears the positive denominator, and `linarith` proves each direction of the equivalence.

```lean
/-- For an orthonormal pair made of the reference orbital and `b`, the overlap criterion
ranks the reference orbital first, while the metric-free score ranks `b` first exactly when
`s ^ 2` exceeds one half. -/
theorem metricFree_selects_wrong_iff (s : ℝ) (b : Fin 2 → ℝ)
    (h : IsOrthonormalPair (overlap s) refOrbital b) :
    metricScore (overlap s) refOrbital b < metricScore (overlap s) refOrbital refOrbital ∧
      (metricFreeScore refOrbital refOrbital < metricFreeScore refOrbital b ↔
        1 / 2 < s ^ 2) := by
  obtain ⟨hs, hscore⟩ := metricFreeScore_of_orthonormal s b h
  constructor
  · unfold metricScore
    rw [h.1, h.2.2]
    norm_num
  · have hself : metricFreeScore refOrbital refOrbital = 1 := by
      simp [metricFreeScore, refOrbital, dotProduct, Fin.sum_univ_two]
    have hd : 0 < 1 - s ^ 2 := by linarith
    rw [hself, hscore, lt_div_iff₀ hd]
    constructor <;> intro h' <;> linarith
```

## (f) An orthonormal partner for every admissible overlap

**Task.** Parts (d) and (e) assume that a suitable $b$ is given. Let $s^2<1$ and $w=1/\sqrt{1-s^2}$. Show that $b=(-sw,\,w)$ is such an orbital:

$$b^{\mathsf T}Sb=1,\qquad a^{\mathsf T}Sb=0 .$$

**Solution.** The vector is the second basis function minus its projection on the first, divided by its norm, which is one Gram–Schmidt step. By (b),

$$a^{\mathsf T}Sb=-sw+sw=0,$$

$$b^{\mathsf T}Sb=s^2w^2-2s^2w^2+w^2=(1-s^2)\,w^2=1 .$$

The remaining condition $a^{\mathsf T}Sa=1$ is immediate.

Together with (e), this provides an actual pair of orbitals with reversed ranking for each $s$ with $\tfrac12<s^2<1$. In Lean, `hw` is the equation $w^2(1-s^2)=1$, which uses $1-s^2>0$ to square the root. The three goals are then the three orthonormality equations, each expanded with `overlap_form`.

```lean
/-- For every `s ^ 2 < 1` the reference orbital and the orthogonalised second basis function
form an orthonormal pair. -/
theorem partner_witness (s : ℝ) (hs : s ^ 2 < 1) :
    IsOrthonormalPair (overlap s) refOrbital (partner s) := by
  have hd : 0 < 1 - s ^ 2 := by linarith
  have hw : ((√(1 - s ^ 2))⁻¹) ^ 2 * (1 - s ^ 2) = 1 := by
    rw [inv_pow, Real.sq_sqrt hd.le]
    exact inv_mul_cancel₀ hd.ne'
  have r0 : refOrbital 0 = 1 := by simp [refOrbital]
  have r1 : refOrbital 1 = 0 := by simp [refOrbital]
  have p0 : partner s 0 = -s * (√(1 - s ^ 2))⁻¹ := by simp [partner]
  have p1 : partner s 1 = (√(1 - s ^ 2))⁻¹ := by simp [partner]
  refine ⟨?_, ?_, ?_⟩
  · rw [overlap_form, r0, r1]
    ring
  · rw [overlap_form, p0, p1]
    linear_combination hw
  · rw [overlap_form, r0, r1, p0, p1]
    ring
```

## (g) A case with rational numbers

**Task.** Take $s=\tfrac45$ and $b=(-\tfrac43,\tfrac53)$. Show that $a$ and $b$ are $S$-orthonormal and that

$$(a^{\mathsf T}a)^2=1,\qquad (a^{\mathsf T}b)^2=\tfrac{16}{9}.$$

**Solution.** The reference is normalised because $S_{00}=1$. The other two conditions are

$$a^{\mathsf T}Sb=-\tfrac43+\tfrac45\cdot\tfrac53=0,$$

$$b^{\mathsf T}Sb=\tfrac{16}{9}+2\cdot\tfrac45\cdot\left(-\tfrac{20}{9}\right)+\tfrac{25}{9}=\tfrac{41}{9}-\tfrac{32}{9}=1 .$$

The plain dot products are $a^{\mathsf T}a=1$ and $a^{\mathsf T}b=-\tfrac43$, with squares $1$ and $\tfrac{16}{9}$.

The metric-free criterion thus selects $b$, an orbital orthogonal to the reference, although the reference itself is available. Its winning score also exceeds the bound of (a), which shows that it is not a squared overlap of normalised orbitals. The vector $b$ is the partner from (f), since $\sqrt{1-16/25}=\tfrac35$.

The Lean theorem states the orthonormality and the two scores. The proof evaluates all five equations with `norm_num`, after `overlap_form` has expanded the three that contain the matrix.

```lean
/-- At overlap `4/5` the orbitals `(1, 0)` and `(-4/3, 5/3)` are orthonormal, yet their
metric-free scores against the first are `1` and `16/9`. -/
theorem counterexample_four_fifths :
    IsOrthonormalPair (overlap (4 / 5)) refOrbital ![-4 / 3, 5 / 3] ∧
      metricFreeScore refOrbital refOrbital = 1 ∧
      metricFreeScore refOrbital ![-4 / 3, 5 / 3] = 16 / 9 := by
  refine ⟨⟨?_, ?_, ?_⟩, ?_, ?_⟩
  · rw [overlap_form]
    norm_num [refOrbital]
  · rw [overlap_form]
    norm_num
  · rw [overlap_form]
    norm_num [refOrbital]
  · norm_num [metricFreeScore, refOrbital, dotProduct, Fin.sum_univ_two]
  · norm_num [metricFreeScore, refOrbital, dotProduct, Fin.sum_univ_two]
```

## (h) Coefficients for which the plain dot product is correct

**Task.** Suppose that the overlap matrix factorises as $S=X^{\mathsf T}X$. Show that the correct score can be computed as a metric-free score of transformed coefficients:

$$(r^{\mathsf T}Sc)^2=\big((Xr)^{\mathsf T}(Xc)\big)^2 .$$

**Solution.** Insert the factorisation and regroup:

$$r^{\mathsf T}Sc=r^{\mathsf T}X^{\mathsf T}Xc=(Xr)^{\mathsf T}(Xc).$$

Squaring both sides gives the claim.

Two familiar choices of $X$ are the symmetric square root $S^{1/2}$ and the upper triangular Cholesky factor. Many programs use the letter $X$ for the inverse transformation, such as $S^{-1/2}$, which is not the matrix meant here. For the numbers in (g), the Cholesky factor has rows $(1,\tfrac45)$ and $(0,\tfrac35)$. It maps $a$ to $(1,0)$ and $b$ to $(0,1)$, so the plain dot product of the transformed vectors is zero, as it should be.

The Lean theorem holds for any finite basis and also allows a rectangular $X$. The factorisation is built into the statement, which writes the metric as `Xᵀ * X`, so finding $X$ for a given $S$ is left to the user. The proof first splits the action of the product into two successive matrix–vector products and then moves $X^{\mathsf T}$ onto the left vector, as in the regrouping above.

```lean
/-- If the overlap matrix factorises as `Xᵀ * X`, the squared overlap equals the metric-free
score of the coefficient vectors transformed by `X`. -/
theorem metricScore_eq_transformed {m n : Type*} [Fintype m] [Fintype n]
    (X : Matrix m n ℝ) (r c : n → ℝ) :
    metricScore (Xᵀ * X) r c = metricFreeScore (X *ᵥ r) (X *ᵥ c) := by
  unfold metricScore metricFreeScore
  rw [← Matrix.mulVec_mulVec, Matrix.dotProduct_mulVec, Matrix.vecMul_transpose]

end

end MaximumOverlapMetric
```

```lean
#print axioms MaximumOverlapMetric.overlap_pos
-- 'MaximumOverlapMetric.overlap_pos' depends on axioms: [propext, Classical.choice, Quot.sound]
#print axioms MaximumOverlapMetric.metricFree_selects_wrong_iff
-- 'MaximumOverlapMetric.metricFree_selects_wrong_iff' depends on axioms: [propext, Classical.choice, Quot.sound]
#print axioms MaximumOverlapMetric.counterexample_four_fifths
-- 'MaximumOverlapMetric.counterexample_four_fifths' depends on axioms: [propext, Classical.choice, Quot.sound]
#print axioms MaximumOverlapMetric.metricScore_eq_transformed
-- 'MaximumOverlapMetric.metricScore_eq_transformed' depends on axioms: [propext, Classical.choice, Quot.sound]
```
